# Exponential modes of the linearised double-layer equation with correlation length l > 0, in Debye lengths, all have real exponents exactly when l ≤ 1/2

**A:** Measure lengths in Debye lengths. For $l>0$, every mode $e^{-xz}$ solving $l^2f''''-f''+f=0$ has real $x$ if and only if $l\le 1/2$. For $l>1/2$ the exponents are $\pm a\pm ib$, with $a=\sqrt{2l+1}/(2l)$ and $b=\sqrt{2l-1}/(2l)$, and the corresponding real waves carry charge of alternating sign.

**Q:** Show me the algebra first.

**A:** Each derivative of $e^{-xz}$ gives a factor $-x$, so the equation becomes $l^2x^4-x^2+1=0$. This is quadratic in $x^2$:
$$x^2=\frac{1\pm s}{2l^2},\qquad s=\sqrt{1-4l^2}.$$
If $0<l\le 1/2$, then $0\le s<1$. Both values of $x^2$ are positive and every $x$ is real.

If $l>1/2$, the definitions give $a^2-b^2=1/(2l^2)$ and $a^2+b^2=1/l$. Hence
$$l^2\big[(x-a)^2+b^2\big]\big[(x+a)^2+b^2\big]=l^2\big[x^4-2(a^2-b^2)x^2+(a^2+b^2)^2\big]=l^2x^4-x^2+1,$$
with roots $\pm a\pm ib$ and $b>0$.

**Q:** And the charge?

**A:** Take $f=e^{-az}(A\cos bz+B\sin bz)$ with real $A,B$. Two derivatives multiply $A+iB$ by $(a+ib)^2$, and four multiply it by $(a+ib)^4$. Since $a+ib$ is a root, $f$ solves the equation. The modified Poisson law gives the charge density $\rho=l^2f''''-f''$, so $\rho=-f$. Moving by $\pi/b$ flips both sine and cosine and multiplies the exponential by $e^{-\pi a/b}$, where $a/b=\sqrt{2l+1}/\sqrt{2l-1}$.

**Q:** Try numbers on both sides of the onset.

**A:** For $l=2/5$, $s=3/5$ and $x^2=5$ or $5/4$: four real exponents. For $l=5/8$, $a=6/5$ and $b=2/5$. The charge reverses every $5\pi/2\approx7.9$ Debye lengths, shrinking by $e^{-3\pi}\approx8\times10^{-5}$ each time. Just above onset, the oscillation is barely visible.

**Q:** Now the formal version. What counts as a solution?

In Lean 4 with Mathlib:

```lean
import Mathlib

open Complex

namespace OverscreeningOnset

noncomputable section

/-- The linearised double-layer equation `l² f'''' - f'' + f = 0` for a four times continuously
differentiable potential `f`, with lengths in units of the Debye length. -/
def SolvesLinearBSK {E : Type*} [NormedAddCommGroup E] [NormedSpace ℝ E]
    (l : ℝ) (f : ℝ → E) : Prop :=
  ContDiff ℝ 4 f ∧ ∀ z, l ^ 2 • iteratedDeriv 4 f z - iteratedDeriv 2 f z + f z = 0
```

**A:** `f` is a real or complex potential on the whole line, four times continuously differentiable, satisfying the equation at every `z`. The parameter `l` stands for the range of ion–ion correlations that make the electrostatic response nonlocal. It is given, not derived from a microscopic model. `BSK` stands for Bazant, Storey and Kornyshev, whose modified Poisson law is used here.

**Q:** Are growing modes included?

**A:** Yes, `x` is any complex number; decay into the electrolyte at positive $z$ selects positive real part.

```lean
/-- The exponential mode `exp(-x z)` with complex exponent `x`. -/
def mode (x : ℂ) : ℝ → ℂ := fun z => cexp (-x * (z : ℂ))
```

The real waves and their charge have separate definitions, with `decayRate l` for $a$ and `waveNumber l` for $b$.

```lean
/-- The damped wave `exp(-a z) (A cos(b z) + B sin(b z))`. -/
def dampedWave (a b A B : ℝ) : ℝ → ℝ :=
  fun z => Real.exp (-a * z) * (A * Real.cos (b * z) + B * Real.sin (b * z))

/-- The dimensionless charge density `l² f'''' - f''` that the modified Poisson equation
assigns to a potential `f`. -/
def chargeDensity (l : ℝ) (f : ℝ → ℝ) (z : ℝ) : ℝ :=
  l ^ 2 * iteratedDeriv 4 f z - iteratedDeriv 2 f z

/-- The decay rate `√(2l+1)/(2l)`, for `l > 0`. -/
def decayRate (l : ℝ) : ℝ := √(2 * l + 1) / (2 * l)

/-- The wave number `√(2l-1)/(2l)`, for `l ≥ 1/2`. -/
def waveNumber (l : ℝ) : ℝ := √(2 * l - 1) / (2 * l)
```

**Q:** So is the quartic assumed?

**A:** No, it is derived. Induction gives all derivatives of a mode; the equation then factors as the quartic times the mode, which never vanishes.

```lean
/-- Each derivative of an exponential mode brings down a factor `-x`. -/
theorem iteratedDeriv_mode (x : ℂ) (n : ℕ) :
    iteratedDeriv n (mode x) = fun z => (-x) ^ n * mode x z := by
  induction n with
  | zero => funext z; simp
  | succ n ih =>
    rw [iteratedDeriv_succ, ih]
    funext z
    have h : HasDerivAt (mode x) (-x * mode x z) z := by
      refine HasDerivAt.congr_deriv (f := mode x)
        ((hasDerivAt_id z).ofReal_comp.const_mul (-x)).cexp ?_
      simp only [mode, id_eq, Complex.ofReal_one]
      ring
    exact (h.const_mul ((-x) ^ n)).deriv.trans (by ring)

/-- The mode `exp(-x z)` solves the double-layer equation exactly when
`l² x⁴ - x² + 1 = 0`. -/
theorem mode_solves_iff (l : ℝ) (x : ℂ) :
    SolvesLinearBSK l (mode x) ↔ (l : ℂ) ^ 2 * x ^ 4 - x ^ 2 + 1 = 0 := by
  have key : ∀ z, l ^ 2 • iteratedDeriv 4 (mode x) z - iteratedDeriv 2 (mode x) z + mode x z
      = ((l : ℂ) ^ 2 * x ^ 4 - x ^ 2 + 1) * mode x z := by
    intro z
    simp only [iteratedDeriv_mode, Complex.real_smul, Complex.ofReal_pow]
    ring
  constructor
  · rintro ⟨_, h⟩
    have h0 := h 0
    rw [key] at h0
    exact (mul_eq_zero.mp h0).resolve_right (Complex.exp_ne_zero _)
  · intro h
    exact ⟨(contDiff_const.mul Complex.ofRealCLM.contDiff).cexp,
      fun z => by rw [key, h, zero_mul]⟩
```

**Q:** Where do the explicit roots enter?

**A:** The first lemma below proves the two relations between $a$ and $b$. The second uses them in `linear_combination` to verify the factorisation above, then splits each quadratic using $i^2=-1$.

```lean
/-- For `l > 1/2` the decay rate `a` and wave number `b` obey `2l²(a² - b²) = 1` and
`l(a² + b²) = 1`. -/
theorem rate_relations {l : ℝ} (hl : 1 / 2 < l) :
    2 * l ^ 2 * (decayRate l ^ 2 - waveNumber l ^ 2) = 1 ∧
      l * (decayRate l ^ 2 + waveNumber l ^ 2) = 1 := by
  have h0 : l ≠ 0 := by linarith
  unfold decayRate waveNumber
  rw [div_pow, div_pow, Real.sq_sqrt (by linarith), Real.sq_sqrt (by linarith)]
  constructor
  · field_simp
    ring
  · field_simp
    ring

/-- For `l > 1/2` the roots of `l² x⁴ - x² + 1` are exactly
`(±√(2l+1) ± i√(2l-1))/(2l)`. -/
theorem roots_above_onset {l : ℝ} (hl : 1 / 2 < l) (x : ℂ) :
    (l : ℂ) ^ 2 * x ^ 4 - x ^ 2 + 1 = 0 ↔
      x = decayRate l + waveNumber l * I ∨ x = decayRate l - waveNumber l * I ∨
      x = -decayRate l + waveNumber l * I ∨ x = -decayRate l - waveNumber l * I := by
  obtain ⟨h1, h2⟩ := rate_relations hl
  have hl2 : (l : ℂ) ^ 2 ≠ 0 :=
    pow_ne_zero 2 (Complex.ofReal_ne_zero.mpr (by linarith))
  generalize decayRate l = a at *
  generalize waveNumber l = b at *
  have h1C : 2 * (l : ℂ) ^ 2 * ((a : ℂ) ^ 2 - (b : ℂ) ^ 2) = 1 := by exact_mod_cast h1
  have h2C : (l : ℂ) * ((a : ℂ) ^ 2 + (b : ℂ) ^ 2) = 1 := by exact_mod_cast h2
  -- the quartic splits into four linear factors
  have hF : (l : ℂ) ^ 2 * x ^ 4 - x ^ 2 + 1
      = (l : ℂ) ^ 2 * (((x - a) ^ 2 + (b : ℂ) ^ 2) * ((x + a) ^ 2 + (b : ℂ) ^ 2)) := by
    linear_combination x ^ 2 * h1C - ((l : ℂ) * ((a : ℂ) ^ 2 + (b : ℂ) ^ 2) + 1) * h2C
  have hp : (x - a) ^ 2 + (b : ℂ) ^ 2 = (x - (a + b * I)) * (x - (a - b * I)) := by
    linear_combination (b : ℂ) ^ 2 * Complex.I_sq
  have hm : (x + a) ^ 2 + (b : ℂ) ^ 2 = (x - (-a + b * I)) * (x - (-a - b * I)) := by
    linear_combination (b : ℂ) ^ 2 * Complex.I_sq
  rw [hF, hp, hm]
  simp only [mul_eq_zero, hl2, false_or, sub_eq_zero, or_assoc]
```

**Q:** Does the onset theorem really quantify over all modes?

**A:** Yes: `∀ x : ℂ`, if the mode solves the equation, then `x.im = 0`. Above onset, $a+ib$ is the counterexample. At or below it, `hf` is the factorisation with $s$, and `real_of_sq` shows that $x$ is real when $2l^2x^2$ is positive: the imaginary part forces $\operatorname{Re}x\,\operatorname{Im}x=0$, and a vanishing real part would contradict positivity.

```lean
/-- Onset of oscillatory screening: for correlation length `l > 0`, all exponential modes of the
double-layer equation have real exponents if and only if `l ≤ 1/2`. -/
theorem all_modes_real_iff {l : ℝ} (hl : 0 < l) :
    (∀ x : ℂ, SolvesLinearBSK l (mode x) → x.im = 0) ↔ l ≤ 1 / 2 := by
  constructor
  · intro h
    by_contra hc
    have hl' : 1 / 2 < l := not_le.mp hc
    have hb : 0 < waveNumber l :=
      div_pos (Real.sqrt_pos.mpr (by linarith)) (by linarith)
    have h0 := h _ ((mode_solves_iff l _).2 ((roots_above_onset hl' _).2 (Or.inl rfl)))
    simp at h0
    exact hb.ne' h0
  · intro hle x hx
    have hP := (mode_solves_iff l x).1 hx
    have hc : 0 < 2 * l ^ 2 := by positivity
    -- a complex number whose square is positive is real
    have real_of_sq : ∀ r : ℝ, 0 < r → ((2 * l ^ 2 : ℝ) : ℂ) * (x * x) = (r : ℂ) →
        x.im = 0 := by
      intro r hr h
      have hre := congrArg Complex.re h
      have him := congrArg Complex.im h
      simp only [Complex.mul_re,
        Complex.mul_im, Complex.ofReal_re, Complex.ofReal_im, zero_mul, add_zero,
        sub_zero] at hre him
      have h3 := (mul_eq_zero.mp him).resolve_left hc.ne'
      have h4 : x.re * x.im = 0 := by linarith
      rcases mul_eq_zero.mp h4 with h5 | h5
      · rw [h5] at hre
        nlinarith [mul_nonneg hc.le (mul_self_nonneg x.im)]
      · exact h5
    have hs : √(1 - 4 * l ^ 2) ^ 2 = 1 - 4 * l ^ 2 := Real.sq_sqrt (by nlinarith)
    have hs0 := Real.sqrt_nonneg (1 - 4 * l ^ 2)
    generalize √(1 - 4 * l ^ 2) = s at hs hs0
    have hs1 : s < 1 := by nlinarith
    have hsC : (s : ℂ) ^ 2 = 1 - 4 * (l : ℂ) ^ 2 := by exact_mod_cast hs
    -- the quartic is a product of two quadratics in `x`
    have hf : (2 * (l : ℂ) ^ 2 * x ^ 2 - 1 - s) * (2 * (l : ℂ) ^ 2 * x ^ 2 - 1 + s) = 0 := by
      linear_combination 4 * (l : ℂ) ^ 2 * hP - hsC
    rcases mul_eq_zero.mp hf with h | h
    · exact real_of_sq (1 + s) (by linarith) (by push_cast; linear_combination h)
    · exact real_of_sq (1 - s) (by linarith) (by push_cast; linear_combination h)
```

**Q:** Modes are not all solutions, though.

**A:** True. At $l=1/2$, for instance, $z\,e^{-\sqrt2 z}$ also solves the equation, and the theorem classifies only pure exponentials.

**Q:** And the damped waves?

**A:** The next lemma computes the amplitude mixing. Applied twice, it reduces the equation to `c1` and `c2`, the real and imaginary parts of the quartic at $a+ib$.

```lean
/-- The second derivative of a damped wave is a damped wave with the same decay rate and wave
number and with mixed amplitudes. -/
theorem iteratedDeriv_two_dampedWave (a b A B : ℝ) :
    iteratedDeriv 2 (dampedWave a b A B) = dampedWave a b
      ((a ^ 2 - b ^ 2) * A - 2 * a * b * B) ((a ^ 2 - b ^ 2) * B + 2 * a * b * A) := by
  have hd : ∀ A B : ℝ, deriv (dampedWave a b A B)
      = dampedWave a b (-a * A + b * B) (-a * B - b * A) := by
    intro A B
    funext z
    have h1 : HasDerivAt (fun y : ℝ => -a * y) (-a) z :=
      ((hasDerivAt_id' z).const_mul (-a)).congr_deriv (mul_one _)
    have h2 : HasDerivAt (fun y : ℝ => b * y) b z :=
      ((hasDerivAt_id' z).const_mul b).congr_deriv (mul_one _)
    refine (h1.exp.fun_mul ((h2.cos.const_mul A).fun_add (h2.sin.const_mul B))).deriv.trans ?_
    simp only [dampedWave]
    ring
  have h2 : iteratedDeriv 2 (dampedWave a b A B) = deriv (deriv (dampedWave a b A B)) := by
    rw [iteratedDeriv_eq_iterate]
    rfl
  rw [h2, hd, hd]
  congr 1 <;> ring

/-- For `l > 1/2` every damped wave with decay rate `√(2l+1)/(2l)` and wave number
`√(2l-1)/(2l)` solves the double-layer equation. -/
theorem dampedWave_solves {l : ℝ} (hl : 1 / 2 < l) (A B : ℝ) :
    SolvesLinearBSK l (dampedWave (decayRate l) (waveNumber l) A B) := by
  obtain ⟨h1, h2⟩ := rate_relations hl
  generalize decayRate l = a at *
  generalize waveNumber l = b at *
  refine ⟨?_, fun z => ?_⟩
  · unfold dampedWave
    fun_prop
  · have h4 : iteratedDeriv 4 (dampedWave a b A B)
        = iteratedDeriv 2 (iteratedDeriv 2 (dampedWave a b A B)) := by
      simp only [iteratedDeriv_eq_iterate]
      rfl
    -- real and imaginary parts of the quartic at `a + i b`
    have c1 : l ^ 2 * ((a ^ 2 - b ^ 2) ^ 2 - (2 * a * b) ^ 2) - (a ^ 2 - b ^ 2) + 1 = 0 := by
      linear_combination (a ^ 2 - b ^ 2) * h1 - (l * (a ^ 2 + b ^ 2) + 1) * h2
    have c2 : 2 * l ^ 2 * (a ^ 2 - b ^ 2) * (2 * a * b) - 2 * a * b = 0 := by
      linear_combination 2 * a * b * h1
    rw [h4]
    simp only [iteratedDeriv_two_dampedWave, dampedWave, smul_eq_mul]
    linear_combination Real.exp (-a * z) *
      ((A * Real.cos (b * z) + B * Real.sin (b * z)) * c1
        + (A * Real.sin (b * z) - B * Real.cos (b * z)) * c2)
```

The last theorem uses $\rho=-f$ and the half-period shift.

```lean
/-- For `l > 1/2` the charge density of these damped waves reverses its sign over each distance
`π/b`, with `b` the wave number, and is reduced by the factor `exp(-π√(2l+1)/√(2l-1))`. -/
theorem charge_layers_alternate {l : ℝ} (hl : 1 / 2 < l) (A B z : ℝ) :
    chargeDensity l (dampedWave (decayRate l) (waveNumber l) A B) (z + Real.pi / waveNumber l)
      = -Real.exp (-(Real.pi * √(2 * l + 1) / √(2 * l - 1))) *
        chargeDensity l (dampedWave (decayRate l) (waveNumber l) A B) z := by
  have h0 : l ≠ 0 := by linarith
  have hm : √(2 * l - 1) ≠ 0 := (Real.sqrt_pos.mpr (by linarith)).ne'
  have hb : waveNumber l ≠ 0 := div_ne_zero hm (by linarith)
  have hab : decayRate l * (Real.pi / waveNumber l)
      = Real.pi * √(2 * l + 1) / √(2 * l - 1) := by
    unfold decayRate waveNumber
    field_simp
  -- by the double-layer equation the charge density is minus the potential
  have hq : ∀ y, chargeDensity l (dampedWave (decayRate l) (waveNumber l) A B) y
      = -dampedWave (decayRate l) (waveNumber l) A B y :=
    fun y => eq_neg_of_add_eq_zero_left ((dampedWave_solves hl A B).2 y)
  have hphase : waveNumber l * (z + Real.pi / waveNumber l) = waveNumber l * z + Real.pi := by
    rw [mul_add, mul_div_cancel₀ _ hb]
  have hdecay : -decayRate l * (z + Real.pi / waveNumber l)
      = -(Real.pi * √(2 * l + 1) / √(2 * l - 1)) + -decayRate l * z := by
    linear_combination -hab
  rw [hq, hq]
  simp only [dampedWave]
  rw [hphase, hdecay, Real.exp_add, Real.cos_add_pi, Real.sin_add_pi]
  ring

end

end OverscreeningOnset
```

```lean
#print axioms OverscreeningOnset.all_modes_real_iff
-- 'OverscreeningOnset.all_modes_real_iff' depends on axioms: [propext, Classical.choice, Quot.sound]
#print axioms OverscreeningOnset.charge_layers_alternate
-- 'OverscreeningOnset.charge_layers_alternate' depends on axioms: [propext, Classical.choice, Quot.sound]
```

**Q:** Is that overscreening?

**A:** It is its oscillatory signature. There is no electrode here: $A$ and $B$ are free, and nothing says that the first layer overcompensates a surface charge. Large potentials and ion crowding are also absent. For simulations of concentrated electrolytes, this one-dimensional linearised continuum model supplies, for a given $l>1/2$, a decay length $1/a$ and a period $2\pi/b$, both in Debye lengths, to compare with the tail of a charge profile.
